# Averaging the Landau energy $a|m|^2/2+b|m|^4/4$ over isotropic, reversal-symmetric fluctuations in three dimensions turns $a$ into $a+5bs^2$

A fluctuating magnetic moment is represented here by a finite set of microstates, each with a probability and a moment vector, together with a permutation that sends every microstate to one of equal probability and opposite moment. If a moment $m$ has the energy $a|m|^2/2+b|m|^4/4$ and the covariance of the fluctuations is $s^2$ times the identity, the average energy cost of adding a static moment is again a quartic Landau energy, and for $b>0$ the sign of its quadratic coefficient decides whether a static moment can form without costing energy.

```lean
import Mathlib

open Matrix

namespace LandauFluctuations

noncomputable section

/-- The Landau energy `a |m|² / 2 + b |m|⁴ / 4` of a moment `m` in `n` dimensions. -/
def landau {n : ℕ} (a b : ℝ) (m : Fin n → ℝ) : ℝ :=
  a * (m ⬝ᵥ m) / 2 + b * (m ⬝ᵥ m) ^ 2 / 4

/-- A finite probability distribution of fluctuating moments, symmetric under `m → -m`:
a reversal of the microstates keeps the probability and flips the moment. -/
structure Fluctuations (Ω : Type*) [Fintype Ω] (n : ℕ) where
  prob : Ω → ℝ
  moment : Ω → Fin n → ℝ
  reverse : Equiv.Perm Ω
  prob_nonneg : ∀ ω, 0 ≤ prob ω
  prob_sum : ∑ ω, prob ω = 1
  prob_reverse : ∀ ω, prob (reverse ω) = prob ω
  moment_reverse : ∀ ω, moment (reverse ω) = -moment ω

variable {Ω : Type*} [Fintype Ω] {n : ℕ}

/-- The average of an observable `f` of the fluctuating moment. -/
def Fluctuations.avg (F : Fluctuations Ω n) (f : (Fin n → ℝ) → ℝ) : ℝ :=
  ∑ ω, F.prob ω * f (F.moment ω)

/-- The fluctuations have covariance matrix `s²` times the identity. -/
def Fluctuations.IsIsotropic (F : Fluctuations Ω n) (s : ℝ) : Prop :=
  ∀ i j, F.avg (fun m => m i * m j) = if i = j then s ^ 2 else 0

/-- The average energy cost of adding a static moment `M` to the fluctuating moment. -/
def staticCost (F : Fluctuations Ω n) (a b : ℝ) (M : Fin n → ℝ) : ℝ :=
  F.avg (fun m => landau a b (M + m) - landau a b m)

/-- Every observable that is odd in the moment averages to zero. -/
theorem avg_odd (F : Fluctuations Ω n) (f : (Fin n → ℝ) → ℝ)
    (hf : ∀ m, f (-m) = -f m) : F.avg f = 0 := by
  have h : F.avg f = -F.avg f := by
    unfold Fluctuations.avg
    -- relabel each microstate by its reversed partner
    rw [← Finset.sum_neg_distrib,
      ← Equiv.sum_comp F.reverse (fun ω => F.prob ω * f (F.moment ω))]
    refine Finset.sum_congr rfl fun ω _ => ?_
    rw [F.prob_reverse, F.moment_reverse, hf]
    ring
  linarith

/-- For isotropic fluctuations the mean square of the dot product with `M` is `s² |M|²`. -/
theorem avg_projection_sq (F : Fluctuations Ω n) {s : ℝ} (hF : F.IsIsotropic s)
    (M : Fin n → ℝ) : F.avg (fun m => (M ⬝ᵥ m) ^ 2) = s ^ 2 * (M ⬝ᵥ M) := by
  have h : ∀ i j, F.avg (fun m => m i * m j) = if i = j then s ^ 2 else 0 := hF
  have expand : F.avg (fun m => (M ⬝ᵥ m) ^ 2)
      = ∑ i, ∑ j, M i * M j * F.avg (fun m => m i * m j) := by
    simp only [Fluctuations.avg, dotProduct, sq, Finset.sum_mul_sum]
    simp only [Finset.mul_sum]
    rw [Finset.sum_comm]
    refine Finset.sum_congr rfl fun i _ => ?_
    rw [Finset.sum_comm]
    refine Finset.sum_congr rfl fun j _ => Finset.sum_congr rfl fun ω _ => ?_
    ring
  rw [expand]
  simp only [h, mul_ite, mul_zero, Finset.sum_ite_eq, Finset.mem_univ, if_true,
    dotProduct, Finset.mul_sum]
  refine Finset.sum_congr rfl fun i _ => ?_
  ring

/-- For isotropic fluctuations in `n` dimensions the mean square moment is `n s²`. -/
theorem avg_norm_sq (F : Fluctuations Ω n) {s : ℝ} (hF : F.IsIsotropic s) :
    F.avg (fun m => m ⬝ᵥ m) = n * s ^ 2 := by
  have h : ∀ i j, F.avg (fun m => m i * m j) = if i = j then s ^ 2 else 0 := hF
  have expand : F.avg (fun m => m ⬝ᵥ m) = ∑ i, F.avg (fun m => m i * m i) := by
    simp only [Fluctuations.avg, dotProduct, Finset.mul_sum]
    exact Finset.sum_comm
  rw [expand]
  simp [h]

/-- Averaging over isotropic fluctuations in `n` dimensions gives a Landau energy for the
static moment, with `a` replaced by `a + (n + 2) b s²` and `b` unchanged. -/
theorem staticCost_eq (F : Fluctuations Ω n) {s : ℝ} (hF : F.IsIsotropic s)
    (a b : ℝ) (M : Fin n → ℝ) :
    staticCost F a b M = landau (a + (n + 2) * b * s ^ 2) b M := by
  have hodd := avg_odd F
    (fun m => (a + b * (M ⬝ᵥ M) + b * (m ⬝ᵥ m)) * (M ⬝ᵥ m))
    (by intro m; simp only [dotProduct_neg, neg_dotProduct]; ring)
  -- split the energy difference into even terms and one odd term
  have key : staticCost F a b M = landau a b M * ∑ ω, F.prob ω
      + b * F.avg (fun m => (M ⬝ᵥ m) ^ 2)
      + b / 2 * (M ⬝ᵥ M) * F.avg (fun m => m ⬝ᵥ m)
      + F.avg (fun m => (a + b * (M ⬝ᵥ M) + b * (m ⬝ᵥ m)) * (M ⬝ᵥ m)) := by
    simp only [staticCost, Fluctuations.avg, Finset.mul_sum, ← Finset.sum_add_distrib]
    refine Finset.sum_congr rfl fun ω _ => ?_
    have hx : (M + F.moment ω) ⬝ᵥ (M + F.moment ω)
        = M ⬝ᵥ M + 2 * (M ⬝ᵥ F.moment ω) + F.moment ω ⬝ᵥ F.moment ω := by
      rw [add_dotProduct, dotProduct_add, dotProduct_add, dotProduct_comm (F.moment ω) M]
      ring
    simp only [landau, hx]
    ring
  rw [key, F.prob_sum, avg_projection_sq F hF, avg_norm_sq F hF, hodd]
  unfold landau
  ring

/-- In three dimensions isotropic fluctuations replace `a` by `a + 5 b s²`. -/
theorem staticCost_three (F : Fluctuations Ω 3) {s : ℝ} (hF : F.IsIsotropic s)
    (a b : ℝ) (M : Fin 3 → ℝ) :
    staticCost F a b M = (a + 5 * b * s ^ 2) * (M ⬝ᵥ M) / 2 + b * (M ⬝ᵥ M) ^ 2 / 4 := by
  rw [staticCost_eq F hF]
  unfold landau
  push_cast
  ring

/-- In dimension at least one there is a moment of any prescribed nonnegative square. -/
theorem exists_moment (hn : 0 < n) {q : ℝ} (hq : 0 ≤ q) :
    ∃ M : Fin n → ℝ, M ⬝ᵥ M = q :=
  ⟨Pi.single ⟨0, hn⟩ (√q), by
    rw [single_dotProduct, Pi.single_eq_same, Real.mul_self_sqrt hq]⟩

/-- For isotropic fluctuations, `n ≥ 1`, `b > 0` and `a + (n + 2) b s² < 0`, the static
moments of least cost are exactly those with `|M|² = -(a + (n + 2) b s²) / b`. -/
theorem ordered_moment (F : Fluctuations Ω n) {s a b : ℝ} (hF : F.IsIsotropic s)
    (hn : 0 < n) (hb : 0 < b) (hA : a + (n + 2) * b * s ^ 2 < 0) (M : Fin n → ℝ) :
    (∀ N, staticCost F a b M ≤ staticCost F a b N) ↔
      M ⬝ᵥ M = -(a + (n + 2) * b * s ^ 2) / b := by
  obtain ⟨q, hq⟩ : ∃ q, q = -(a + (n + 2) * b * s ^ 2) / b := ⟨_, rfl⟩
  have hq0 : 0 ≤ q := by
    rw [hq]
    exact div_nonneg (by linarith) hb.le
  have hbq : b * q = -(a + (n + 2) * b * s ^ 2) := by
    rw [hq]
    field_simp
  -- complete the square in |N|²
  have form : ∀ N : Fin n → ℝ,
      staticCost F a b N = b / 4 * (N ⬝ᵥ N - q) ^ 2 - b / 4 * q ^ 2 := by
    intro N
    rw [staticCost_eq F hF]
    unfold landau
    linear_combination (N ⬝ᵥ N / 2) * hbq
  rw [← hq]
  constructor
  · intro h
    obtain ⟨N, hN⟩ := exists_moment hn hq0
    have h1 := h N
    rw [form M, form N, hN] at h1
    have h2 : (M ⬝ᵥ M - q) ^ 2 = 0 := by
      refine le_antisymm ?_ (sq_nonneg _)
      by_contra hc
      have h3 := mul_pos hb (not_le.mp hc)
      nlinarith
    have h4 := (pow_eq_zero_iff two_ne_zero).mp h2
    linarith
  · intro h N
    rw [form M, form N, h]
    have h1 := mul_nonneg hb.le (sq_nonneg (N ⬝ᵥ N - q))
    nlinarith

/-- For isotropic fluctuations, `n ≥ 1` and `b > 0`, every nonzero static moment costs
energy if and only if `(n + 2) b s² ≥ -a`. -/
theorem no_static_order_iff (F : Fluctuations Ω n) {s a b : ℝ} (hF : F.IsIsotropic s)
    (hn : 0 < n) (hb : 0 < b) :
    (∀ M, M ≠ 0 → 0 < staticCost F a b M) ↔ -a ≤ (n + 2) * b * s ^ 2 := by
  constructor
  · intro h
    by_contra hc
    have hA : a + (n + 2) * b * s ^ 2 < 0 := by linarith [not_le.mp hc]
    have hpos : 0 < -(a + (n + 2) * b * s ^ 2) / b := div_pos (by linarith) hb
    obtain ⟨M, hM⟩ := exists_moment hn hpos.le
    have hM0 : M ≠ 0 := by
      intro h0
      rw [h0, dotProduct_zero] at hM
      linarith
    -- the ordered moment costs no more than the zero moment
    have h1 := (ordered_moment F hF hn hb hA M).mpr hM 0
    have h2 : staticCost F a b 0 = 0 := by
      rw [staticCost_eq F hF]
      simp [landau]
    linarith [h M hM0]
  · intro hA M hM
    have hnn : 0 ≤ M ⬝ᵥ M := Finset.sum_nonneg fun i _ => mul_self_nonneg (M i)
    have hq : 0 < M ⬝ᵥ M :=
      lt_of_le_of_ne hnn fun h => hM (dotProduct_self_eq_zero.mp h.symm)
    have hA' : 0 ≤ a + (n + 2) * b * s ^ 2 := by linarith
    rw [staticCost_eq F hF]
    unfold landau
    have h1 := mul_nonneg hA' hq.le
    have h2 := mul_pos hb (pow_pos hq 2)
    linarith

/-- Six equally likely moments `±√3 s` along the three coordinate axes. -/
def axisFluctuations (s : ℝ) : Fluctuations (Fin 3 × Bool) 3 where
  prob _ := 1 / 6
  moment x j := if j = x.1 then (if x.2 then √3 * s else -(√3 * s)) else 0
  reverse := ⟨fun x => (x.1, !x.2), fun x => (x.1, !x.2),
    fun x => by simp, fun x => by simp⟩
  prob_nonneg _ := by norm_num
  prob_sum := by norm_num [Fintype.sum_prod_type, Fin.sum_univ_three]
  prob_reverse _ := rfl
  moment_reverse := by
    rintro ⟨i, c⟩
    funext j
    by_cases h : j = i <;> cases c <;> simp [h]

/-- The six axis moments `±√3 s` have covariance `s²` times the identity. -/
theorem isIsotropic_witness (s : ℝ) : (axisFluctuations s).IsIsotropic s := by
  have h3 : √3 * √3 = (3 : ℝ) := Real.mul_self_sqrt (by norm_num)
  intro i j
  fin_cases i <;> fin_cases j <;>
    simp [Fluctuations.avg, axisFluctuations, Fintype.sum_prod_type] <;>
    linear_combination (s ^ 2 / 3) * h3

end

end LandauFluctuations
```

```lean
#print axioms LandauFluctuations.staticCost_eq
#print axioms LandauFluctuations.staticCost_three
#print axioms LandauFluctuations.no_static_order_iff
```

```
'LandauFluctuations.staticCost_eq' depends on axioms: [propext, Classical.choice, Quot.sound]
'LandauFluctuations.staticCost_three' depends on axioms: [propext, Classical.choice, Quot.sound]
'LandauFluctuations.no_static_order_iff' depends on axioms: [propext, Classical.choice, Quot.sound]
```

## The energy cost of a static moment

For a moment $m\in\mathbb R^n$ the Landau energy is

$$E(m)=\frac a2|m|^2+\frac b4|m|^4 .$$

This is `landau a b m`. The squared length is written as the dot product `m ⬝ᵥ m`, so that $|m|$ is the Euclidean length; Mathlib's default norm on `Fin n → ℝ` is the largest absolute value of a component instead.

The structure `Fluctuations Ω n` holds the microstates $\omega$ with probabilities $p_\omega$ and moments $m_\omega$, and `F.avg f` is the weighted sum $\langle f\rangle=\sum_\omega p_\omega f(m_\omega)$. The condition `F.IsIsotropic s` says $\langle m_im_j\rangle=s^2\delta_{ij}$. Since reversal symmetry makes the mean moment zero, this is the covariance matrix. Only $s^2$ matters, so $s$ may have either sign.

The quantity of interest is `staticCost F a b M`, which is $\langle E(M+m)-E(m)\rangle$. The subtracted term does not depend on $M$; it sets the cost of $M=0$ to zero.

For isotropic fluctuations, the main theorems say the following.

- `staticCost_eq`: in $n$ dimensions the cost is the Landau energy of $M$ with $a$ replaced by $A=a+(n+2)bs^2$ and $b$ unchanged. `staticCost_three` is the case $n=3$, where $A=a+5bs^2$.
- `ordered_moment`: if $n\ge1$, $b>0$ and $A<0$, the static moments of least cost are exactly those with $|M|^2=-A/b$.
- `no_static_order_iff`: if $n\ge1$ and $b>0$, every nonzero static moment costs energy exactly when $(n+2)bs^2\ge-a$. The borderline case $A=0$ belongs to the disordered side, because the quartic term still costs energy.

The condition $b>0$ in the last theorem can't be relaxed to $b\ge0$: for $a=b=0$ the inequality holds, but every static moment costs nothing.

## What the constants stand for

The coefficients $a$ and $b$ may come from a fit to energies computed at constrained magnetisation. A negative $a$ means that a small moment lowers the energy when there are no fluctuations, and a positive $b$ limits its growth. The variance $s^2$ per component stands for thermal or zero-point motion of the moment, and its value has to be supplied from elsewhere.

Without fluctuations, and with $a<0<b$, the preferred moment satisfies $M_0^2=-a/b$. In three dimensions fluctuations reduce this to $M_0^2-5s^2$ as long as that is positive. The static moment is gone once $s^2\ge M_0^2/5$, that is, once the total mean square fluctuation $3s^2$ reaches three fifths of $M_0^2$.

For electronic-structure work, this gives a simple correction to a magnetic moment that a static calculation overestimates, within a model that has one uniform moment, a quartic energy and a fluctuation distribution that stays fixed while $M$ varies. In a real magnet the fluctuations respond to the order, and their entropy enters the free energy. The model contains neither effect, nor any spatial variation of the moment.

## Where the factor $n+2$ comes from

Start from $|M+m|^2=|M|^2+2M\cdot m+|m|^2$. Squaring gives

$$|M+m|^4=|M|^4+4(M\cdot m)^2+|m|^4+4|M|^2(M\cdot m)+2|M|^2|m|^2+4|m|^2(M\cdot m).$$

In the difference $E(M+m)-E(m)$ the terms in $|m|^2$ and $|m|^4$ alone cancel, which leaves

$$E(M)+b(M\cdot m)^2+\frac b2|M|^2|m|^2+\bigl(a+b|M|^2+b|m|^2\bigr)(M\cdot m).$$

The last term changes sign under $m\to-m$, so its average is zero. For the other two averages, isotropy gives

$$\langle(M\cdot m)^2\rangle=\sum_{i,j}M_iM_j\langle m_im_j\rangle=s^2|M|^2,\qquad \langle|m|^2\rangle=\sum_i\langle m_i^2\rangle=ns^2 .$$

The average cost is therefore

$$E(M)+bs^2|M|^2+\frac n2bs^2|M|^2=\frac{a+(n+2)bs^2}{2}|M|^2+\frac b4|M|^4 .$$

No Gaussian assumption is needed, because the fourth moments of $m$ have cancelled and the third moments vanish by symmetry.

The Lean proof takes the same route. `avg_odd` relabels the sum by the reversal permutation, using `Equiv.sum_comp`, and finds that the average equals its own negative. `avg_projection_sq` expands the squared dot product into a double sum, exchanges the order of summation and lets the Kronecker delta collapse it; `avg_norm_sq` does the same for the single sum. In `staticCost_eq`, the step `hx` is the expansion of $|M+m|^2$, and `key` is the split into even terms and one odd term. There `ring` checks the polynomial identity for each microstate. The term $E(M)$ appears multiplied by $\sum_\omega p_\omega$, which is then replaced by 1.

## Why the sign of $A$ decides

Suppose $b>0$ and $A<0$, and put $q=-A/b>0$. Since $A=-bq$, completing the square gives

$$\frac A2|M|^2+\frac b4|M|^4=\frac b4\bigl(|M|^2-q\bigr)^2-\frac b4q^2 .$$

The right-hand side is never below $-bq^2/4$, and it reaches that value exactly when $|M|^2=q$. Such a vector exists for $n\ge1$: put $\sqrt q$ in one component and zero in the others. This is `exists_moment`.

In `ordered_moment` the completed square is the step `form`. If $M$ has least cost, comparing it with a vector of squared length $q$ forces $(|M|^2-q)^2=0$. Conversely, if $|M|^2=q$, then no other moment can cost less, because a square is nonnegative.

For `no_static_order_iff`, suppose first that $A\ge0$ and $M\ne0$. Then $|M|^2>0$, so the quadratic term is nonnegative and the quartic term is strictly positive. If instead $A<0$, a moment with $|M|^2=q$ is nonzero and costs no more than $M=0$, whose cost is zero. So not every nonzero moment costs energy. The Lean proof obtains this comparison by applying `ordered_moment` with the zero moment as competitor.

## Six moments along the axes

`axisFluctuations s` gives an explicit distribution in $\mathbb R^3$: the six moments $\pm\sqrt3\,s\,e_i$, with $e_i$ the unit vectors along the axes, each have probability $1/6$. Two of them have a component along a given axis, so $\langle m_i^2\rangle=2\cdot\tfrac16\cdot3s^2=s^2$. No moment has two nonzero components, so the off-diagonal averages vanish. `isIsotropic_witness` checks all nine entries, and the isotropy condition can thus be met for every real $s$.

## Unequal fluctuations along the axes

The same expansion handles a diagonal covariance with unequal variances $\sigma_i^2$, a case that the Lean code does not treat. For a static moment along axis $i$, the two averages become $\langle(M\cdot m)^2\rangle=\sigma_i^2|M|^2$ and $\langle|m|^2\rangle=\sum_j\sigma_j^2$, so the quadratic coefficient is

$$a+b\Bigl(2\sigma_i^2+\sum_j\sigma_j^2\Bigr).$$

A fluctuation along the static moment thus counts three times and each transverse one counts once. With three equal variances this gives $3+1+1=5$.
